# Undamped Newton steps for E(x) = x⁴/4 − x² + 2x never settle from any start with |x₀| < 1/10

## Energy, gradient and Newton step

Let $x$ be a single geometric coordinate, such as a displacement along one internal coordinate, and let the energy along it be

$$E(x)=\frac{x^4}{4}-x^2+2x .$$

Both are dimensionless. A prime denotes a derivative with respect to $x$, so $E'$ is the gradient and $E''$ the curvature, or one-dimensional Hessian:

$$E'(x)=x^3-2x+2,\qquad E''(x)=3x^2-2 .$$

A geometry optimisation looks for a stationary point, $E'(x)=0$. Newton's method replaces $E$ at the current point by its second-order Taylor polynomial and moves to the stationary point of that parabola:

$$N(x)=x-\frac{E'(x)}{E''(x)} .$$

The iterates are $x_{n+1}=N(x_n)$, counted from the starting point $x_0$.

## A minimum that the search misses

This energy has exactly one stationary point, its global minimum, near $x=-1.77$. Newton's method nevertheless fails to find it from a whole interval of starting points around the origin.

At $x=0$ the gradient is $2$ and the curvature is $-2$. The local parabola opens downwards, and the step leads uphill to its maximum at $x=1$. There the gradient and the curvature are both $1$, and the step leads back to $0$. Neither point is stationary. The cycle also attracts: a search started close to $0$ is drawn into it.

For this one-coordinate model, then, a unique minimum does not protect an undamped Newton optimisation from failing on an open set of starting geometries.

## The step in an optimisation run

In an undamped Newton optimisation of a molecule, the program computes the gradient vector $g$ and the Hessian matrix $H$ at the current geometry, solves $H\,\Delta q=-g$ for the displacement $\Delta q$, and moves the nuclei accordingly. Many optimisation programs use an approximate, updated Hessian and control the step instead; they are not modelled here. With one coordinate the undamped Newton step is $\Delta x=-E'/E''$. A run from $x_0=0.05$ gives, rounded:

| $n$ | $x_n$ | $E'(x_n)$ | $E''(x_n)$ | $\Delta x$ |
|---|---|---|---|---|
| 0 | 0.0500 | 1.9001 | −1.9925 | +0.9536 |
| 1 | 1.0036 | 1.0037 | 1.0219 | −0.9822 |
| 2 | 0.0214 | 1.9571 | −1.9986 | +0.9792 |
| 3 | 1.0007 | 1.0007 | 1.0041 | −0.9966 |

The next point is $x_4\approx0.0041$. The gradient approaches $2$ and $1$ alternately, so a small gradient threshold is never met and the run ends at its iteration limit. A program that limits the step length or modifies a negative curvature applies a different map.

## What the theorems say

In Lean, `energy` is $E$ as a function on the real numbers, and `newtonStep` is $N$, written with the actual derivatives `deriv energy` and `deriv (deriv energy)`. The expression `newtonStep^[n] x₀` is the $n$-fold iterate $x_n$, not a power. Convergence is expressed by `Tendsto`, with `atTop` for $n\to\infty$ and `𝓝 a` for the neighbourhoods of the limit $a$.

- `unique_stationary_point`: there is a point $x$ with $E'(x)=0$ and $E(x)\le E(y)$ for all real $y$, and every stationary point equals it.
- `newton_two_cycle`: $N(0)=1$, $N(1)=0$, $E'(0)\neq0$ and $E'(1)\neq0$.
- `attracting_cycle`: if $|x_0|<1/10$, then $x_{2k}\to0$ and $x_{2k+1}\to1$, and $E''(x_n)\neq0$ for every $n$.
- `newton_does_not_converge`: under the same hypothesis, the full sequence $x_n$ has no real limit.

The curvature clause matters because Lean sets division by zero to zero, which would make the step stand still wherever $E''=0$; no iterate here is such a point.

The radius $1/10$ is sufficient, and nothing is said about the largest interval that the cycle attracts. The iterates are real numbers without rounding. The step to a real molecule is the identification of its energy surface with this one-coordinate quartic, which no hypothesis supplies.

## The single minimum

For every real $z$,

$$z^3-2z+2=\left(z+\tfrac32\right)(z-1)^2+\tfrac12z^2+\tfrac12 .$$

The right-hand side is positive for $z\ge-3/2$, so every stationary point lies to the left of $-3/2$. One exists, because $E'(-2)=-2$ and $E'(-1)=3$ and $E'$ is continuous.

Let $x$ and $y$ both be stationary. Then

$$0=E'(y)-E'(x)=(y-x)(y^2+xy+x^2-2).$$

Since both numbers are below $-3/2$, each of $y^2$, $xy$ and $x^2$ exceeds $9/4$. The second factor is therefore positive, and $y=x$.

Now let $x$ be the stationary point and $y$ any real number. Using $x^3-2x+2=0$,

$$E(y)-E(x)=\frac{(y-x)^2}{4}\left[(y+x)^2+2x^2-4\right].$$

Because $2x^2>9/2$, the bracket is positive. Hence $E(y)\ge E(x)$, and $x$ is the global minimum.

## Two steps near the cycle

Where $E''(x)\neq0$, a common denominator gives

$$N(x)=\frac{x(3x^2-2)-(x^3-2x+2)}{3x^2-2}=\frac{2x^3-2}{3x^2-2}.$$

**From near 0 to near 1.** Let $|x|\le1/10$. Then $2-3x^2>0$, and

$$N(x)-1=\frac{x^2(3-2x)}{2-3x^2}\ge0,$$

$$1+\tfrac53x^2-N(x)=\frac{x^2\left(\tfrac13+2x-5x^2\right)}{2-3x^2}\ge0.$$

The last bracket is at least $\tfrac13-\tfrac15-\tfrac1{20}=\tfrac1{12}$. Thus $1\le N(x)\le1+\tfrac53x^2$.

**From near 1 to near 0.** Let $y\ge1$. Then $3y^2-2>0$ and $y^3\ge1$, so $N(y)\ge0$. Moreover,

$$6(y-1)-N(y)=\frac{(y-1)^2(16y+14)}{3y^2-2}\ge0.$$

Thus $0\le N(y)\le6(y-1)$.

**Both together.** For $|z|\le1/10$, setting $y=N(z)$ gives

$$0\le N(N(z))\le6\cdot\tfrac53z^2=10z^2.$$

The square reflects $N'=E'E'''/(E'')^2$, which vanishes at $0$ because $E'''(x)=6x$ does.

## Limits of the even and odd iterates

Put $r=10|x_0|$, so that $0\le r<1$. The claim is

$$10|x_{2k}|\le r^{2^k}.$$

For $k=0$ this is an equality. If it holds for $k$, then $|x_{2k}|\le1/10$, the two-step bound applies, and

$$10|x_{2k+2}|\le(10|x_{2k}|)^2\le\left(r^{2^k}\right)^2=r^{2^{k+1}}.$$

Since $2^k\ge k$ and $0\le r<1$, we have $r^{2^k}\le r^k\to0$, and therefore $x_{2k}\to0$. The odd iterates satisfy

$$1\le x_{2k+1}\le1+\tfrac53x_{2k}^2,$$

so they tend to $1$.

At even iterates $E''\le3/100-2<0$, and at odd iterates $E''\ge1$. The curvature never vanishes. A limit of the full sequence would be shared by both subsequences and would have to equal $0$ and $1$ at once, which is impossible.

## The complete Lean source

```lean
import Mathlib

open Filter Topology

namespace NewtonAttractingCycle

noncomputable section

/-- The model energy curve `E(x) = x⁴/4 - x² + 2x`. -/
def energy (x : ℝ) : ℝ := x ^ 4 / 4 - x ^ 2 + 2 * x

/-- One Newton step `x - E'(x)/E''(x)` of the search for a stationary point of the energy,
meant for points where `E''(x) ≠ 0`. -/
def newtonStep (x : ℝ) : ℝ := x - deriv energy x / deriv (deriv energy) x

/-- The gradient of the energy is `x³ - 2x + 2`. -/
theorem deriv_energy : deriv energy = fun x => x ^ 3 - 2 * x + 2 := by
  funext x
  have h : HasDerivAt energy (x ^ 3 - 2 * x + 2) x :=
    ((((hasDerivAt_pow 4 x).div_const 4).fun_sub (hasDerivAt_pow 2 x)).fun_add
      ((hasDerivAt_id' x).const_mul 2)).congr_deriv (by norm_num)
  exact h.deriv

/-- The curvature of the energy is `3x² - 2`. -/
theorem deriv_deriv_energy (x : ℝ) : deriv (deriv energy) x = 3 * x ^ 2 - 2 := by
  rw [deriv_energy]
  have h : HasDerivAt (fun y : ℝ => y ^ 3 - 2 * y + 2) (3 * x ^ 2 - 2) x :=
    (((hasDerivAt_pow 3 x).fun_sub ((hasDerivAt_id' x).const_mul 2)).add_const
      (2 : ℝ)).congr_deriv (by norm_num)
  exact h.deriv

/-- The energy has exactly one stationary point, and it is a global minimum. -/
theorem unique_stationary_point : ∃ x, deriv energy x = 0 ∧
    (∀ y, energy x ≤ energy y) ∧ ∀ y, deriv energy y = 0 → y = x := by
  simp only [deriv_energy]
  -- every stationary point lies to the left of -3/2
  have left : ∀ z : ℝ, z ^ 3 - 2 * z + 2 = 0 → z < -3 / 2 := by
    intro z hz
    by_contra h
    have h' : 0 ≤ z + 3 / 2 := by linarith [not_lt.mp h]
    nlinarith [mul_nonneg h' (sq_nonneg (z - 1)), sq_nonneg z]
  have hc : ContinuousOn (fun z : ℝ => z ^ 3 - 2 * z + 2) (Set.Icc (-2) (-1)) := by
    fun_prop
  obtain ⟨x, -, hx⟩ := intermediate_value_Icc (by norm_num : (-2 : ℝ) ≤ -1) hc
    (show (0 : ℝ) ∈ Set.Icc _ _ by constructor <;> norm_num)
  have hx0 : x ^ 3 - 2 * x + 2 = 0 := hx
  have hxl := left x hx0
  refine ⟨x, hx0, fun y => ?_, fun y hy => ?_⟩
  · -- the energy difference is a square times a positive factor
    have key : energy y - energy x
        = (y - x) ^ 2 / 4 * ((y + x) ^ 2 + 2 * x ^ 2 - 4) := by
      unfold energy
      linear_combination (y - x) * hx0
    have hp : 0 ≤ (y + x) ^ 2 + 2 * x ^ 2 - 4 := by
      nlinarith [sq_nonneg (y + x)]
    have hq : 0 ≤ (y - x) ^ 2 / 4 := by positivity
    linarith [mul_nonneg hq hp]
  · have hyl := left y hy
    have hprod : (y - x) * (y ^ 2 + y * x + x ^ 2 - 2) = 0 := by
      linear_combination hy - hx0
    have hpos : 0 < y ^ 2 + y * x + x ^ 2 - 2 := by
      nlinarith [mul_pos (by linarith : 0 < -3 / 2 - y) (by linarith : 0 < -3 / 2 - x)]
    rcases mul_eq_zero.mp hprod with h | h
    · linarith
    · exact absurd h hpos.ne'

/-- The Newton map exchanges the points 0 and 1, and neither of them is stationary. -/
theorem newton_two_cycle : newtonStep 0 = 1 ∧ newtonStep 1 = 0 ∧
    deriv energy 0 ≠ 0 ∧ deriv energy 1 ≠ 0 := by
  simp only [newtonStep, deriv_deriv_energy]
  simp only [deriv_energy]
  norm_num

/-- Where the curvature does not vanish, the Newton step is `(2x³ - 2)/(3x² - 2)`. -/
theorem newtonStep_eq {x : ℝ} (hx : 3 * x ^ 2 - 2 ≠ 0) :
    newtonStep x = (2 * x ^ 3 - 2) / (3 * x ^ 2 - 2) := by
  rw [newtonStep, deriv_deriv_energy, deriv_energy, eq_div_iff hx, sub_mul,
    div_mul_cancel₀ _ hx]
  ring

/-- A Newton step from a point `x` with `|x| ≤ 1/10` lands at or just above 1,
with an excess of at most `5x²/3`. -/
theorem step_near_zero {x : ℝ} (hx : |x| ≤ 1 / 10) :
    1 ≤ newtonStep x ∧ newtonStep x ≤ 1 + 5 / 3 * x ^ 2 := by
  obtain ⟨h1, h2⟩ := abs_le.mp hx
  have hs : x ^ 2 ≤ 1 / 100 := by nlinarith
  have hd : 0 < 2 - 3 * x ^ 2 := by linarith
  have hne : 3 * x ^ 2 - 2 ≠ 0 := by linarith
  have e : newtonStep x = (2 - 2 * x ^ 3) / (2 - 3 * x ^ 2) := by
    rw [newtonStep_eq hne, div_eq_div_iff hne hd.ne']
    ring
  rw [e, le_div_iff₀ hd, div_le_iff₀ hd]
  constructor
  · nlinarith [mul_nonneg (sq_nonneg x) (by linarith : 0 ≤ 3 - 2 * x)]
  · nlinarith [mul_nonneg (sq_nonneg x) (by linarith : 0 ≤ 1 / 3 + 2 * x - 5 * x ^ 2)]

/-- A Newton step from a point `y ≥ 1` lands between 0 and `6(y - 1)`. -/
theorem step_near_one {y : ℝ} (hy : 1 ≤ y) :
    0 ≤ newtonStep y ∧ newtonStep y ≤ 6 * (y - 1) := by
  have hd : 0 < 3 * y ^ 2 - 2 := by nlinarith
  have h3 : 1 ≤ y ^ 3 := one_le_pow₀ hy
  rw [newtonStep_eq hd.ne']
  refine ⟨div_nonneg (by linarith) hd.le, ?_⟩
  rw [div_le_iff₀ hd]
  nlinarith [mul_nonneg (sq_nonneg (y - 1)) (by linarith : 0 ≤ 16 * y + 14)]

/-- Quadratic attraction: from `|x₀| < 1/10`, the even-numbered Newton iterates satisfy
`10 |x₂ₖ| ≤ (10 |x₀|)^(2^k)`. -/
theorem even_iterate_bound {x₀ : ℝ} (h : |x₀| < 1 / 10) (k : ℕ) :
    10 * |newtonStep^[2 * k] x₀| ≤ (10 * |x₀|) ^ (2 ^ k) := by
  induction k with
  | zero => simp
  | succ k ih =>
    have hp : (10 * |x₀|) ^ (2 ^ k) ≤ 1 := pow_le_one₀ (by positivity) (by linarith)
    rw [show 2 * (k + 1) = 2 * k + 1 + 1 by ring, Function.iterate_succ_apply',
      Function.iterate_succ_apply']
    set z := newtonStep^[2 * k] x₀
    -- two Newton steps send z to a point within 10 z² of the origin
    obtain ⟨a1, a2⟩ := step_near_zero (x := z) (by linarith)
    obtain ⟨b1, b2⟩ := step_near_one a1
    rw [abs_of_nonneg b1, pow_succ, pow_mul]
    calc 10 * newtonStep (newtonStep z) ≤ (10 * |z|) ^ 2 := by
          rw [mul_pow, sq_abs]
          linarith
      _ ≤ ((10 * |x₀|) ^ (2 ^ k)) ^ 2 := pow_le_pow_left₀ (by positivity) ih 2

/-- From every start with `|x₀| < 1/10` the even-numbered Newton iterates converge to 0 and
the odd-numbered ones to 1, and the curvature vanishes at none of the iterates. -/
theorem attracting_cycle {x₀ : ℝ} (h : |x₀| < 1 / 10) :
    Tendsto (fun k : ℕ => newtonStep^[2 * k] x₀) atTop (𝓝 0) ∧
    Tendsto (fun k : ℕ => newtonStep^[2 * k + 1] x₀) atTop (𝓝 1) ∧
    ∀ n : ℕ, deriv (deriv energy) (newtonStep^[n] x₀) ≠ 0 := by
  have h0 : 0 ≤ 10 * |x₀| := by positivity
  have h1 : 10 * |x₀| < 1 := by linarith
  have small : ∀ k : ℕ, |newtonStep^[2 * k] x₀| ≤ 1 / 10 := fun k => by
    have hp : (10 * |x₀|) ^ (2 ^ k) ≤ 1 := pow_le_one₀ h0 h1.le
    linarith [even_iterate_bound h k]
  have heven : Tendsto (fun k : ℕ => newtonStep^[2 * k] x₀) atTop (𝓝 0) := by
    refine squeeze_zero_norm (fun k => ?_) (tendsto_pow_atTop_nhds_zero_of_lt_one h0 h1)
    have hk : (10 * |x₀|) ^ (2 ^ k) ≤ (10 * |x₀|) ^ k :=
      pow_le_pow_of_le_one h0 h1.le Nat.lt_two_pow_self.le
    rw [Real.norm_eq_abs]
    linarith [even_iterate_bound h k, abs_nonneg (newtonStep^[2 * k] x₀)]
  refine ⟨heven, ?_, fun n => ?_⟩
  · -- each odd iterate lies between 1 and 1 + 5z²/3, where z is the even iterate before it
    have hu := ((heven.pow 2).const_mul (5 / 3 : ℝ)).const_add 1
    rw [show (1 : ℝ) + 5 / 3 * 0 ^ 2 = 1 by norm_num] at hu
    refine tendsto_of_tendsto_of_tendsto_of_le_of_le tendsto_const_nhds hu
      (fun k => ?_) (fun k => ?_)
    · simp only [Function.iterate_succ_apply']
      exact (step_near_zero (small k)).1
    · simp only [Function.iterate_succ_apply']
      exact (step_near_zero (small k)).2
  · rw [deriv_deriv_energy]
    obtain ⟨k, rfl | rfl⟩ := Nat.even_or_odd' n
    · obtain ⟨l, u⟩ := abs_le.mp (small k)
      have : 3 * (newtonStep^[2 * k] x₀) ^ 2 - 2 < 0 := by nlinarith
      exact this.ne
    · rw [Function.iterate_succ_apply']
      have hy := (step_near_zero (small k)).1
      have : 0 < 3 * (newtonStep (newtonStep^[2 * k] x₀)) ^ 2 - 2 := by nlinarith
      exact this.ne'

/-- From every start with `|x₀| < 1/10` the full sequence of Newton iterates has no limit. -/
theorem newton_does_not_converge {x₀ : ℝ} (h : |x₀| < 1 / 10) (a : ℝ) :
    ¬ Tendsto (fun n : ℕ => newtonStep^[n] x₀) atTop (𝓝 a) := by
  intro ha
  obtain ⟨he, ho, -⟩ := attracting_cycle h
  have t0 : Tendsto (fun k : ℕ => 2 * k) atTop atTop :=
    tendsto_atTop_mono (fun k => by simp only [id]; omega) tendsto_id
  have t1 : Tendsto (fun k : ℕ => 2 * k + 1) atTop atTop :=
    tendsto_atTop_mono (fun k => by simp only [id]; omega) tendsto_id
  -- a limit would have to equal both 0 and 1
  have e0 : a = 0 := tendsto_nhds_unique (ha.comp t0) he
  have e1 : a = 1 := tendsto_nhds_unique (ha.comp t1) ho
  linarith

end

end NewtonAttractingCycle
```

```lean
#print axioms NewtonAttractingCycle.unique_stationary_point
-- 'NewtonAttractingCycle.unique_stationary_point' depends on axioms: [propext, Classical.choice, Quot.sound]
#print axioms NewtonAttractingCycle.newton_two_cycle
-- 'NewtonAttractingCycle.newton_two_cycle' depends on axioms: [propext, Classical.choice, Quot.sound]
#print axioms NewtonAttractingCycle.newton_does_not_converge
-- 'NewtonAttractingCycle.newton_does_not_converge' depends on axioms: [propext, Classical.choice, Quot.sound]
```

## How Lean checks the argument

**Derivatives and the minimum.** `deriv_energy` and `deriv_deriv_energy` build the derivatives from the rules for powers, sums and constant multiples. In `unique_stationary_point`, the auxiliary statement `left` is the bound $z<-3/2$. Its `nlinarith` call receives the product $(z+\tfrac32)(z-1)^2\ge0$ and the square $z^2\ge0$, the ingredients of the identity above. `intermediate_value_Icc` supplies the zero on $[-2,-1]$. The two factorisations are checked by `linear_combination`; for the energy difference, the stationarity equation enters multiplied by $y-x$.

**The cycle and the rational form.** `newton_two_cycle` inserts the derivative formulas and evaluates the numbers with `norm_num`. `newtonStep_eq` clears the denominator, which its hypothesis makes non-zero, and leaves a polynomial identity to `ring`.

**The one-step bounds.** `step_near_zero` first changes the sign of numerator and denominator, so that the denominator $2-3x^2$ is positive. The lemmas `le_div_iff₀` and `div_le_iff₀` then turn both inequalities into polynomial ones. The products given to `nlinarith` are $x^2(3-2x)$ and $x^2(\tfrac13+2x-5x^2)$, the numerators found above. `step_near_one` works in the same way with $(y-1)^2(16y+14)$.

**The induction.** In `even_iterate_bound`, two uses of `Function.iterate_succ_apply'` write $x_{2k+2}$ as $N(N(z))$ with $z=x_{2k}$. The induction hypothesis places $z$ in the range of `step_near_zero`, whose lower bound is exactly what `step_near_one` requires. The `calc` block is the displayed chain of inequalities.

**The limits.** `attracting_cycle` obtains the even limit from `squeeze_zero_norm` by comparison with $r^k$, and the odd limit by squeezing between $1$ and $1+\tfrac53x_{2k}^2$. For the curvature it splits $n$ into even and odd cases. `newton_does_not_converge` composes a supposed limit with $k\mapsto2k$ and $k\mapsto2k+1$; uniqueness of limits then gives $a=0$ and $a=1$, a contradiction.
